# For a parity eigenstate under a fixed parity-symmetric Hamiltonian, the kicked dipole is linear in the kick strength up to a cubic error

## States, kicks and parity

States are complex vectors in a finite orthonormal basis, and $\hbar=1$. The Hamiltonian $H$ and the dipole operator $X$ are Hermitian matrices. An initial unit vector $\varphi$ is kicked with real strength $k$ and then evolved for a time $t$:

$$\psi_k(t)=e^{-itH}e^{ikX}\varphi,\qquad S_A(t,k)=\langle\psi_k(t),A\,\psi_k(t)\rangle .$$

In the code, `evolve A s` is $e^{isA}$, so propagation is `evolve H (-t)`. `expect A v` is $\langle v,Av\rangle$, and `signal H X A φ t k` is $S_A(t,k)$. The Heisenberg operator $A(t)=e^{itH}Ae^{-itH}$ is `heisenberg H A t`, and `kickResponse X B` is $D(B)=i[B,X]$.

The symmetry is a unitary $P$ with $PH=HP$, $PX=-XP$ and $P\varphi=c\varphi$. For spatial inversion, the first condition says that the system has an inversion centre, the second that $X$ is measured from it, and the third that the initial state is even or odd. A further matrix $Q$ satisfies $PQ=QP$, as a quadrupole component about the same centre does.

## An odd dipole and an even quadrupole

For all real $t$ and $k$, `kick_parity` states that

- $S_X(t,-k)=-S_X(t,k)$;
- $\bigl|S_X(t,k)-k\,\langle\varphi,i[X(t),X]\varphi\rangle\bigr|\le \dfrac{C(t)}{6}|k|^3$, where $C(t)=\sum_{ij}|D^3(X(t))_{ij}|$;
- $S_Q(t,-k)=S_Q(t,k)$;
- $\partial_kS_Q(t,k)=0$ at $k=0$.

## Dividing a real-time signal by the kick strength

A real-time absorption calculation can estimate the linear response by subtracting the unkicked dipole from the kicked one and dividing by $k$ before the Fourier transform. With the symmetry and the initial state above, the unkicked dipole is zero at every time, so the kicked dipole can be divided directly. For a fixed Hamiltonian in a finite basis, with the symmetry above and an initial state of definite parity, the quotient at time $t$ differs from the linear-response value by at most $C(t)k^2/6$, so halving $k$ divides the bound by four.

The symmetry also gives two tests. Runs at $k$ and $-k$ should give opposite dipoles and equal values of $\langle Q\rangle$. The difference between the kicked and unkicked $\langle Q\rangle$, divided by $k$, should tend to zero with $k$: this dipole kick produces no linear quadrupole signal.

## Reflecting the kick and integrating three times

Suppose $PA=\sigma AP$ with $\sigma$ real. Then $PAP^{-1}=\sigma A$, and conjugating the exponential series gives $Pe^{isA}=e^{i\sigma sA}P$. With $\sigma=1$ for $H$ and $\sigma=-1$ for $X$,

$$P\psi_k(t)=e^{-itH}e^{-ikX}P\varphi=c\,\psi_{-k}(t),\qquad |c|=1,$$

where $|c|=1$ because $P$ preserves the norm. For an observable with $PA=\sigma AP$, multiplying by $P^\dagger$ gives $A=\sigma P^\dagger AP$. Hence

$$S_A(t,k)=\sigma\langle P\psi_k,A\,P\psi_k\rangle=\sigma|c|^2S_A(t,-k)=\sigma S_A(t,-k).$$

This makes $S_X$ odd and $S_Q$ even.

For the size of the error, move the evolution into the observable. With $B=A(t)$ and $\varphi_k=e^{ikX}\varphi$,

$$\frac{d}{dk}\langle\varphi_k,B\varphi_k\rangle
=\langle\varphi_k,(-iXB+iBX)\varphi_k\rangle
=\langle\varphi_k,D(B)\varphi_k\rangle .$$

Each derivative is again an expectation, so the third derivative of $S_X$ is $\langle\varphi_k,D^3(X(t))\varphi_k\rangle$. The kick preserves the norm, so every component of $\varphi_k$ has modulus at most 1. The triangle inequality then bounds the third derivative by $C(t)$ for every $k$.

Write $f(k)=S_X(t,k)$. Differentiating $f(-k)=-f(k)$ twice shows that $f''$ is odd, so $f(0)=f''(0)=0$. For $k\ge0$, successive integration gives

$$|f''(k)|\le Ck,\quad |f'(k)-f'(0)|\le \tfrac C2k^2,\quad |f(k)-kf'(0)|\le\tfrac C6k^3 .$$

Oddness carries the last bound to $k<0$, and $f'(0)=\langle\varphi,i[X(t),X]\varphi\rangle$. For the even signal $g(k)=S_Q(t,k)$, differentiation gives $g'(-k)=-g'(k)$, hence $g'(0)=0$.

## The derivation in Lean

`evolve_parity` moves $P$ through an exponential by `Matrix.exp_conj`. In `signal_parity`, `hcc` shows that $c$ is a phase, `hψ` reverses the kick in the evolved state, and `hσ` transforms the observable.

`hasDerivAt_expect` applies the product rule to $e^{-ikX}Be^{ikX}$, and `noncomm_ring` collects the result into the commutator. `evolve_unitary` and `expect_bound` supply the uniform bound.

`deriv_reflect` obtains the parity of a derivative from the uniqueness of derivatives. Inside `odd_cubic_error`, the auxiliary statement `int` integrates a power bound once and is used three times. `kick_parity` combines these results.

```lean
import Mathlib

open Matrix

namespace KickParity

noncomputable section

variable {n : Type*} [Fintype n] [DecidableEq n]

/-- The exponential `exp(i s A)`: a kick of strength `s` for `A = X`, and evolution for
time `t` for `A = H`, `s = -t`. -/
def evolve (A : Matrix n n ℂ) (s : ℝ) : Matrix n n ℂ :=
  NormedSpace.exp (s • (Complex.I • A))

/-- The quadratic form `⟨v, A v⟩`. -/
def expect (A : Matrix n n ℂ) (v : n → ℂ) : ℂ := star v ⬝ᵥ (A *ᵥ v)

/-- The value of `⟨A⟩` at time `t` after the kick `exp(ikX)` on `φ`. -/
def signal (H X A : Matrix n n ℂ) (φ : n → ℂ) (t k : ℝ) : ℂ :=
  expect A (evolve H (-t) *ᵥ (evolve X k *ᵥ φ))

/-- The Heisenberg operator `exp(itH) A exp(-itH)`. -/
def heisenberg (H A : Matrix n n ℂ) (t : ℝ) : Matrix n n ℂ :=
  evolve H t * A * evolve H (-t)

/-- The commutator `i[B, X]`. -/
def kickResponse (X B : Matrix n n ℂ) : Matrix n n ℂ :=
  B * (Complex.I • X) - (Complex.I • X) * B

/-- If a unitary `P` satisfies `PA = σAP` with `σ` real, it carries `exp(isA)` into
`exp(iσsA)`. -/
theorem evolve_parity {P A : Matrix n n ℂ} {σ : ℝ} (hP : Pᴴ * P = 1)
    (h : P * A = σ • (A * P)) (s : ℝ) : P * evolve A s = evolve A (σ * s) * P := by
  have hP' : P * Pᴴ = 1 := mul_eq_one_comm.mp hP
  have hinv : P⁻¹ = Pᴴ := Matrix.inv_eq_right_inv hP'
  have hu : IsUnit P := ⟨⟨P, Pᴴ, hP', hP⟩, rfl⟩
  have hY : P * (s • (Complex.I • A)) = ((σ * s) • (Complex.I • A)) * P := by
    rw [mul_smul_comm, mul_smul_comm, h, smul_mul_assoc, smul_mul_assoc,
      smul_comm Complex.I σ, smul_smul, mul_comm s σ]
  have hz : P * (s • (Complex.I • A)) * P⁻¹ = (σ * s) • (Complex.I • A) := by
    rw [hY, hinv, mul_assoc, hP', mul_one]
  have e := Matrix.exp_conj P (s • (Complex.I • A)) hu
  rw [hz, hinv] at e
  unfold evolve
  rw [e, mul_assoc, hP, mul_one]

/-- For Hermitian `A` the adjoint of `exp(isA)` is `exp(-isA)`, and it is the inverse. -/
theorem evolve_unitary {A : Matrix n n ℂ} (hA : A.IsHermitian) (s : ℝ) :
    (evolve A s)ᴴ = evolve A (-s) ∧ evolve A (-s) * evolve A s = 1 := by
  constructor
  · have h : (s • (Complex.I • A))ᴴ = (-s) • (Complex.I • A) := by
      rw [Matrix.conjTranspose_smul, Matrix.conjTranspose_smul, hA.eq]
      simp
    unfold evolve
    rw [← Matrix.exp_conjTranspose, h]
  · have hc : Commute ((-s) • (Complex.I • A)) (s • (Complex.I • A)) :=
      ((Commute.refl (Complex.I • A)).smul_left _).smul_right _
    unfold evolve
    rw [← Matrix.exp_add_of_commute _ _ hc, neg_smul, neg_add_cancel, NormedSpace.exp_zero]

omit [DecidableEq n] in
/-- Transforming the state by `M` is the same as transforming the observable to `M†AM`. -/
theorem expect_conj (A M : Matrix n n ℂ) (v : n → ℂ) :
    expect A (M *ᵥ v) = expect (Mᴴ * A * M) v := by
  unfold expect
  rw [Matrix.star_mulVec, ← Matrix.dotProduct_mulVec]
  simp only [Matrix.mulVec_mulVec, Matrix.mul_assoc]

/-- Let `P` be unitary with `PH = HP`, `PX = -XP`, `PA = σAP`, and `φ` a unit eigenvector
of `P`. Then reversing the kick multiplies the signal of `A` by `σ`. -/
theorem signal_parity {P H X A : Matrix n n ℂ} {φ : n → ℂ} {c σ : ℂ} (hP : Pᴴ * P = 1)
    (hH : P * H = H * P) (hX : P * X = -(X * P)) (hA : P * A = σ • (A * P))
    (hφ : star φ ⬝ᵥ φ = 1) (hc : P *ᵥ φ = c • φ) (t k : ℝ) :
    signal H X A φ t k = σ * signal H X A φ t (-k) := by
  -- the eigenvalue of `P` is a phase
  have hcc : star c * c = 1 := by
    have h : star (P *ᵥ φ) ⬝ᵥ (P *ᵥ φ) = 1 := by
      rw [Matrix.star_mulVec, ← Matrix.dotProduct_mulVec, Matrix.mulVec_mulVec, hP,
        Matrix.one_mulVec, hφ]
    rwa [hc, star_smul, smul_dotProduct, dotProduct_smul, hφ, smul_eq_mul, smul_eq_mul,
      mul_one] at h
  have hU : P * evolve H (-t) = evolve H (-t) * P := by
    simpa using evolve_parity (σ := 1) hP (by simpa using hH) (-t)
  have hK : P * evolve X k = evolve X (-k) * P := by
    simpa using evolve_parity (σ := -1) hP (by simpa using hX) k
  -- `P` reverses the kick in the evolved state
  have hψ : P *ᵥ (evolve H (-t) *ᵥ (evolve X k *ᵥ φ)) =
      c • (evolve H (-t) *ᵥ (evolve X (-k) *ᵥ φ)) := by
    have e : P * (evolve H (-t) * evolve X k) = evolve H (-t) * (evolve X (-k) * P) := by
      rw [← mul_assoc, hU, mul_assoc, hK]
    rw [← Matrix.mulVec_smul, ← Matrix.mulVec_smul, ← hc]
    simp only [Matrix.mulVec_mulVec]
    congr 1
  have hA' : σ • (Pᴴ * A * P) = A := by
    rw [mul_assoc, ← mul_smul_comm, ← hA, ← mul_assoc, hP, one_mul]
  have hσ : ∀ v, expect A v = σ * expect A (P *ᵥ v) := by
    intro v
    rw [expect_conj]
    conv_lhs => rw [← hA']
    simp [expect, Matrix.smul_mulVec]
  unfold signal
  rw [hσ, hψ]
  congr 1
  unfold expect
  rw [Matrix.mulVec_smul, star_smul, smul_dotProduct, dotProduct_smul, smul_smul, hcc,
    one_smul]

/-- For Hermitian `X`, the derivative of `⟨B⟩` with respect to the kick strength is the
expectation of `i[B, X]` in the kicked state. -/
theorem hasDerivAt_expect {X : Matrix n n ℂ} (hX : X.IsHermitian) (B : Matrix n n ℂ)
    (φ : n → ℂ) (k : ℝ) : HasDerivAt (fun u : ℝ => expect B (evolve X u *ᵥ φ))
      (expect (kickResponse X B) (evolve X k *ᵥ φ)) k := by
  have hf : ∀ (C : Matrix n n ℂ) (u : ℝ), expect C (evolve X u *ᵥ φ) =
      expect (evolve X (-u) * C * evolve X u) φ := fun C u => by
    rw [expect_conj, (evolve_unitary hX u).1]
  have e : ∀ u : ℝ, evolve X (-u) = NormedSpace.exp (u • (-(Complex.I • X))) := fun u => by
    rw [evolve, neg_smul, smul_neg]
  have alg : evolve X (-k) * (-(Complex.I • X)) * B * evolve X k +
      evolve X (-k) * B * ((Complex.I • X) * evolve X k) =
      evolve X (-k) * kickResponse X B * evolve X k := by
    unfold kickResponse
    generalize Complex.I • X = Y
    noncomm_ring
  let L : Matrix n n ℂ →ₗ[ℝ] ℂ :=
    { toFun := fun M => expect M φ
      map_add' := fun M N => by simp [expect, Matrix.add_mulVec]
      map_smul' := fun r M => by simp [expect, Matrix.smul_mulVec] }
  let : NormedRing (Matrix n n ℂ) := Matrix.linftyOpNormedRing
  let : NormedAlgebra ℝ (Matrix n n ℂ) := Matrix.linftyOpNormedAlgebra
  have hR : HasDerivAt (fun u : ℝ => evolve X u) ((Complex.I • X) * evolve X k) k :=
    hasDerivAt_exp_smul_const' (Complex.I • X) k
  have hL : HasDerivAt (fun u : ℝ => evolve X (-u))
      (evolve X (-k) * (-(Complex.I • X))) k := by
    simp only [e]
    exact hasDerivAt_exp_smul_const (-(Complex.I • X)) k
  have hF := (LinearMap.toContinuousLinearMap L).hasFDerivAt.comp_hasDerivAt k
    ((hL.mul_const B).mul hR)
  simp only [hf]
  exact hF.congr_deriv (congrArg (fun M => expect M φ) alg)

omit [DecidableEq n] in
/-- In a unit state the modulus of `⟨B⟩` is at most the sum of the moduli of the entries
of `B`. -/
theorem expect_bound (B : Matrix n n ℂ) {v : n → ℂ} (hv : star v ⬝ᵥ v = 1) :
    ‖expect B v‖ ≤ ∑ i, ∑ j, ‖B i j‖ := by
  have h1 : ∑ i, ‖v i‖ ^ 2 = 1 := by
    have h : ∑ i, (‖v i‖ : ℂ) ^ 2 = 1 := by
      rw [← hv]
      simp only [dotProduct]
      exact Finset.sum_congr rfl fun i _ => (Complex.conj_mul' (v i)).symm
    exact_mod_cast h
  have hle : ∀ i, ‖v i‖ ≤ 1 := fun i => by
    have := Finset.single_le_sum (f := fun i => ‖v i‖ ^ 2)
      (fun j _ => sq_nonneg ‖v j‖) (Finset.mem_univ i)
    simp only [h1] at this
    nlinarith [norm_nonneg (v i)]
  simp only [expect, dotProduct, Matrix.mulVec]
  refine (norm_sum_le _ _).trans (Finset.sum_le_sum fun i _ => ?_)
  rw [norm_mul, Pi.star_apply, norm_star, ← one_mul (∑ j, ‖B i j‖)]
  refine mul_le_mul (hle i) ((norm_sum_le _ _).trans (Finset.sum_le_sum fun j _ => ?_))
    (norm_nonneg _) zero_le_one
  rw [norm_mul]
  exact mul_le_of_le_one_right (norm_nonneg _) (hle j)

/-- If reversing the kick multiplies a differentiable signal by `σ`, it multiplies the
derivative by `-σ`. -/
theorem deriv_reflect {g g' : ℝ → ℂ} {σ : ℂ} (hg : ∀ x, HasDerivAt g (g' x) x)
    (h : ∀ x, g (-x) = σ * g x) (x : ℝ) : g' (-x) = -σ * g' x := by
  have h1 : HasDerivAt (fun y => g (-y)) ((-1 : ℝ) • g' (-x)) x :=
    HasDerivAt.scomp x (hg (-x)) (hasDerivAt_neg x)
  rw [show (fun y => g (-y)) = fun y => σ * g y from funext h] at h1
  have h2 := h1.unique ((hg x).const_mul σ)
  rw [neg_smul, one_smul] at h2
  linear_combination -h2

/-- An odd signal with third derivative bounded by `C` differs from its linear part by at
most `C|k|³/6`. -/
theorem odd_cubic_error {f f1 f2 f3 : ℝ → ℂ} {C : ℝ} (h1 : ∀ x, HasDerivAt f (f1 x) x)
    (h2 : ∀ x, HasDerivAt f1 (f2 x) x) (h3 : ∀ x, HasDerivAt f2 (f3 x) x)
    (hodd : ∀ x, f (-x) = -f x) (hC : ∀ x, ‖f3 x‖ ≤ C) (k : ℝ) :
    ‖f k - k * f1 0‖ ≤ C / 6 * |k| ^ 3 := by
  -- integrating a power bound once
  have int : ∀ (g g' : ℝ → ℂ) (D : ℝ) (m : ℕ), (∀ x, HasDerivAt g (g' x) x) → g 0 = 0 →
      (∀ x, 0 ≤ x → ‖g' x‖ ≤ D * x ^ m) →
      ∀ x, 0 ≤ x → ‖g x‖ ≤ D / (m + 1) * x ^ (m + 1) := by
    intro g g' D m hg h0 hb x hx
    have hB : ∀ y : ℝ, HasDerivAt (fun y : ℝ => D / (m + 1) * y ^ (m + 1)) (D * y ^ m) y := by
      intro y
      refine ((hasDerivAt_pow (m + 1) y).const_mul (D / ((m : ℝ) + 1))).congr_deriv ?_
      simp only [Nat.add_sub_cancel, Nat.cast_add, Nat.cast_one]
      field_simp
    exact image_norm_le_of_norm_deriv_right_le_deriv_boundary
      (fun y _ => (hg y).continuousAt.continuousWithinAt)
      (fun y _ => (hg y).hasDerivWithinAt) (by simp [h0]) hB
      (fun y hy => hb y hy.1) ⟨hx, le_rfl⟩
  -- oddness removes the terms of order zero and two
  have e1 := deriv_reflect (σ := -1) h1 (fun x => by rw [hodd]; ring)
  have e2 := deriv_reflect (σ := 1) h2 (fun x => by rw [e1]; ring) 0
  have z0 := hodd 0
  rw [neg_zero] at e2 z0
  have f20 : f2 0 = 0 := by linear_combination e2 / 2
  have f00 : f 0 = 0 := by linear_combination z0 / 2
  have b2 := int f2 f3 C 0 h3 f20 (fun x _ => by simpa using hC x)
  have b1 := int (fun x => f1 x - f1 0) f2 _ 1 (fun x => (h2 x).sub_const _) (by simp) b2
  have hlin : ∀ x : ℝ, HasDerivAt (fun x : ℝ => (x : ℂ) * f1 0) (f1 0) x := fun x => by
    simpa using (hasDerivAt_id x).ofReal_comp.mul_const (f1 0)
  have b0 := int (fun x => f x - x * f1 0) (fun x => f1 x - f1 0) _ 2
    (fun x => (h1 x).fun_sub (hlin x)) (by simp [f00]) b1
  have pos : ∀ x : ℝ, 0 ≤ x → ‖f x - x * f1 0‖ ≤ C / 6 * x ^ 3 := fun x hx =>
    (b0 x hx).trans_eq (by push_cast; ring)
  rcases le_total 0 k with hk | hk
  · rw [abs_of_nonneg hk]
    exact pos k hk
  · have h := pos (-k) (by linarith)
    rw [hodd, show -f k - ((-k : ℝ) : ℂ) * f1 0 = -(f k - k * f1 0) by push_cast; ring,
      norm_neg] at h
    rwa [abs_of_nonpos hk]

/-- Let `H`, `X` be Hermitian, `P` unitary with `PH = HP`, `PX = -XP`, `PQ = QP`, and `φ` a
unit eigenvector of `P`. At every time the kicked dipole signal is odd in `k` and departs
from linear response by at most a constant times `|k|³`, while `⟨Q⟩` is even in `k` and has
zero linear response. -/
theorem kick_parity {P H X Q : Matrix n n ℂ} {φ : n → ℂ} {c : ℂ} (hH : H.IsHermitian)
    (hX : X.IsHermitian) (hP : Pᴴ * P = 1) (hPH : P * H = H * P) (hPX : P * X = -(X * P))
    (hPQ : P * Q = Q * P) (hφ : star φ ⬝ᵥ φ = 1) (hc : P *ᵥ φ = c • φ) (t : ℝ) :
    (∀ k, signal H X X φ t (-k) = -signal H X X φ t k) ∧
    (∀ k : ℝ, ‖signal H X X φ t k - k * expect (kickResponse X (heisenberg H X t)) φ‖ ≤
      (∑ i, ∑ j, ‖kickResponse X (kickResponse X (kickResponse X (heisenberg H X t))) i j‖)
        / 6 * |k| ^ 3) ∧
    (∀ k, signal H X Q φ t (-k) = signal H X Q φ t k) ∧
    HasDerivAt (fun k => signal H X Q φ t k) 0 0 := by
  have hs : ∀ A, (fun k => signal H X A φ t k) =
      fun k => expect (heisenberg H A t) (evolve X k *ᵥ φ) := fun A => by
    funext k
    rw [signal, expect_conj, (evolve_unitary hH _).1, neg_neg]
    rfl
  have h0 : evolve X 0 *ᵥ φ = φ := by simp [evolve]
  have hodd : ∀ k, signal H X X φ t (-k) = -signal H X X φ t k := fun k => by
    simpa using signal_parity (σ := -1) hP hPH hPX (by simpa using hPX) hφ hc t (-k)
  have heven : ∀ k, signal H X Q φ t (-k) = signal H X Q φ t k := fun k => by
    simpa using signal_parity (σ := 1) hP hPH hPX (by simpa using hPQ) hφ hc t (-k)
  have hd : ∀ A k, HasDerivAt (fun k => signal H X A φ t k)
      (expect (kickResponse X (heisenberg H A t)) (evolve X k *ᵥ φ)) k := fun A k => by
    rw [hs]
    exact hasDerivAt_expect hX _ φ k
  -- the kick preserves the norm
  have hn : ∀ k, star (evolve X k *ᵥ φ) ⬝ᵥ (evolve X k *ᵥ φ) = 1 := fun k => by
    rw [Matrix.star_mulVec, ← Matrix.dotProduct_mulVec, Matrix.mulVec_mulVec,
      (evolve_unitary hX k).1, (evolve_unitary hX k).2, Matrix.one_mulVec, hφ]
  refine ⟨hodd, fun k => ?_, heven, ?_⟩
  · have h := odd_cubic_error (hd X) (hasDerivAt_expect hX _ φ) (hasDerivAt_expect hX _ φ)
      hodd (fun x => expect_bound _ (hn x)) k
    rwa [h0] at h
  · have h := deriv_reflect (σ := 1) (hd Q) (fun x => by rw [heven, one_mul]) 0
    rw [neg_zero] at h
    exact (hd Q 0).congr_deriv (by linear_combination h / 2)

/-- A two-level system with parity `diag(1,-1)`, energies `0, 1`, an off-diagonal dipole,
`Q = diag(1,3)` and the lower level as initial state meets the hypotheses of `kick_parity`,
and its `H` and `X` do not commute. -/
theorem kick_parity_witness :
    let P : Matrix (Fin 2) (Fin 2) ℂ := !![1, 0; 0, -1]
    let H : Matrix (Fin 2) (Fin 2) ℂ := !![0, 0; 0, 1]
    let X : Matrix (Fin 2) (Fin 2) ℂ := !![0, 1; 1, 0]
    let Q : Matrix (Fin 2) (Fin 2) ℂ := !![1, 0; 0, 3]
    let φ : Fin 2 → ℂ := ![1, 0]
    H.IsHermitian ∧ X.IsHermitian ∧ Pᴴ * P = 1 ∧ P * H = H * P ∧ P * X = -(X * P) ∧
      P * Q = Q * P ∧ star φ ⬝ᵥ φ = 1 ∧ P *ᵥ φ = (1 : ℂ) • φ ∧ H * X ≠ X * H := by
  intro P H X Q φ
  refine ⟨?_, ?_, ?_, ?_, ?_, ?_, ?_, ?_, ?_⟩
  · ext i j; fin_cases i <;> fin_cases j <;> simp [H]
  · ext i j; fin_cases i <;> fin_cases j <;> simp [X]
  · ext i j; fin_cases i <;> fin_cases j <;> simp [P, Matrix.mul_apply, Fin.sum_univ_succ]
  · ext i j; fin_cases i <;> fin_cases j <;> simp [P, H, Matrix.mul_apply, Fin.sum_univ_succ]
  · ext i j; fin_cases i <;> fin_cases j <;> simp [P, X, Matrix.mul_apply, Fin.sum_univ_succ]
  · ext i j; fin_cases i <;> fin_cases j <;> simp [P, Q, Matrix.mul_apply, Fin.sum_univ_succ]
  · simp [φ, dotProduct, Fin.sum_univ_succ]
  · ext i; fin_cases i <;> simp [P, φ, Matrix.mulVec, dotProduct, Fin.sum_univ_succ]
  · intro h
    have h01 := congrFun (congrFun h 0) 1
    simp [H, X, Matrix.mul_apply, Fin.sum_univ_succ] at h01

end

end KickParity
```

```lean
#print axioms KickParity.kick_parity
```

```
'KickParity.kick_parity' depends on axioms: [propext, Classical.choice, Quot.sound]
```

## A fixed matrix Hamiltonian, one time at a time

The theorem holds for any Hermitian matrix $H$ with the stated symmetry, including an interacting many-electron Hamiltonian in a finite basis. It requires $H$ to be independent of time and of the state. Self-consistent Kohn–Sham propagation, where $H$ follows the density, therefore falls outside its hypotheses.

The propagators are exact matrix exponentials, so time-step and rounding errors come on top of the bound, as does any breaking of the symmetry by a grid. The constant $C(t)$ does not depend on $k$, but it depends on $t$ and on the basis, and it may be far from sharp. The estimate concerns the signal at each time and makes no statement about a Fourier-transformed spectrum.

$\varphi$ need not be an eigenstate of $H$, and $Q$ need not be Hermitian. `kick_parity_witness` gives a two-level system that satisfies all the hypotheses with $HX\ne XH$, so they do not force the dipole to be conserved.
